# Escape by energy diffusion from a harmonic well: the mean time and its high-barrier Kramers rate

Q: Which quantities and conventions are we using?

A: E is the oscillator's energy above the well bottom, Eb > 0 the barrier energy, and T > 0 the temperature in energy units, so k_B = 1. The friction γ > 0 is the damping rate of the momentum. Averaging weakly damped Langevin motion over a harmonic orbit gives an energy drift γ(T − E) and a diffusion coefficient γTE. The mean time τ(E) to reach Eb from E then obeys the backward equation

γTE τ″ + γ(T − E) τ′ = −1.

The file starts from this equation and defines the candidate solution as an integral.

```lean
import Mathlib

open Filter Topology Set

namespace KramersEnergyDiffusion

noncomputable section

/-- In the weak-friction energy-diffusion model, the mean time to reach the barrier energy `Eb` from
energy `E` in a harmonic well with friction `γ > 0` and temperature `T > 0` (in energy units), for
`0 ≤ E ≤ Eb`. -/
def meanEscapeTime (γ T Eb E : ℝ) : ℝ :=
  ∫ s in E..Eb, (Real.exp (s / T) - 1) / (γ * s)

/-- The function `f` is twice differentiable on `(0, Eb)` and solves the backward equation
`γ T E f'' + γ (T - E) f' = -1` of energy diffusion there. -/
def SolvesEscapeEquation (γ T Eb : ℝ) (f : ℝ → ℝ) : Prop :=
  ∀ E ∈ Ioo 0 Eb, DifferentiableAt ℝ f E ∧ DifferentiableAt ℝ (deriv f) E ∧
    γ * T * E * deriv (deriv f) E + γ * (T - E) * deriv f E = -1

/-- The dimensionless barrier integral of `(exp u - 1) / u` from `0` to `x`, with the
integrand continued by its limit `1` at `u = 0`. -/
def barrierIntegral (x : ℝ) : ℝ := ∫ u in (0 : ℝ)..x, dslope Real.exp 0 u
```

Q: So `meanEscapeTime` is only a name for an integral. Where is the random trajectory?

A: There is none. The orbit average and the link between first-passage times and the backward equation are physical input. The theorems show that the integral solves the boundary-value problem, and that nothing else does. `SolvesEscapeEquation` requires f and its derivative to be differentiable throughout (0, Eb), so the `deriv` terms are true derivatives.

Q: The integrand is 0/0 at the well bottom.

A: The singularity is removable, since (eᵘ − 1)/u → 1 as u → 0. Define

F(x) = ∫₀ˣ (eᵘ − 1)/u du,

with the value 1 at u = 0. Substituting s = Tu gives

τ(E) = [F(Eb/T) − F(E/T)]/γ.

In Lean, F is `barrierIntegral`, and `dslope Real.exp 0` is the continued integrand. The first lemmas give its continuity, its formula away from zero, and F′(x) = (eˣ − 1)/x for x ≠ 0. The theorem `meanEscapeTime_eq` makes the substitution; the single point s = 0 does not affect the integral.

```lean
lemma continuous_kernel : Continuous (dslope Real.exp 0) :=
  continuousOn_univ.1 ((continuousOn_dslope Filter.univ_mem).2
    ⟨Real.continuous_exp.continuousOn, Real.differentiableAt_exp⟩)

lemma kernel_of_ne {x : ℝ} (hx : x ≠ 0) :
    dslope Real.exp 0 x = (Real.exp x - 1) / x := by
  rw [dslope_of_ne _ hx, slope_def_field, Real.exp_zero, sub_zero]

lemma continuous_barrierIntegral : Continuous barrierIntegral :=
  continuous_iff_continuousAt.2 fun x =>
    (continuous_kernel.integral_hasStrictDerivAt 0 x).hasDerivAt.continuousAt

lemma hasDerivAt_barrierIntegral {x : ℝ} (hx : x ≠ 0) :
    HasDerivAt barrierIntegral ((Real.exp x - 1) / x) x := by
  rw [← kernel_of_ne hx]
  exact (continuous_kernel.integral_hasStrictDerivAt 0 x).hasDerivAt

/-- For positive friction and temperature, the escape time is a difference of dimensionless
barrier integrals divided by the friction. -/
theorem meanEscapeTime_eq {γ T : ℝ} (hγ : 0 < γ) (hT : 0 < T) (Eb E : ℝ) :
    meanEscapeTime γ T Eb E = (barrierIntegral (Eb / T) - barrierIntegral (E / T)) / γ := by
  have h1 : meanEscapeTime γ T Eb E =
      ∫ s in E..Eb, (γ * T)⁻¹ * dslope Real.exp 0 (s / T) := by
    -- the integrands differ at most at the single point `s = 0`
    apply intervalIntegral.integral_congr_ae
    have h0 : ({0}ᶜ : Set ℝ) ∈ MeasureTheory.ae MeasureTheory.volume :=
      MeasureTheory.compl_mem_ae_iff.mpr (MeasureTheory.measure_singleton 0)
    filter_upwards [h0] with s hs _
    have hs' : s ≠ 0 := hs
    rw [kernel_of_ne (div_ne_zero hs' hT.ne')]
    generalize Real.exp (s / T) = v
    field_simp
  have h2 : barrierIntegral (Eb / T) - barrierIntegral (E / T) =
      ∫ u in (E / T)..(Eb / T), dslope Real.exp 0 u :=
    intervalIntegral.integral_interval_sub_left
      (continuous_kernel.intervalIntegrable _ _) (continuous_kernel.intervalIntegrable _ _)
  rw [h1, h2, intervalIntegral.integral_const_mul,
    intervalIntegral.integral_comp_div _ hT.ne', smul_eq_mul]
  field_simp
```

Q: Show me that it solves the equation.

A: Differentiate twice, for E > 0:

τ′ = −(e^(E/T) − 1)/(γE)

τ″ = −e^(E/T)/(γTE) + (e^(E/T) − 1)/(γE²)

The two terms of the equation become

γTE τ″ = −e^(E/T) + T(e^(E/T) − 1)/E

γ(T − E) τ′ = −T(e^(E/T) − 1)/E + e^(E/T) − 1

and their sum is −1. At E = Eb the integral runs over an empty range, so τ(Eb) = 0. The proof computes the same derivatives, and `field_simp` and `ring` carry out the cancellation.

```lean
lemma hasDerivAt_meanEscapeTime {γ T E : ℝ} (hγ : 0 < γ) (hT : 0 < T) (hE : 0 < E) (Eb : ℝ) :
    HasDerivAt (meanEscapeTime γ T Eb) (-(Real.exp (E / T) - 1) / (γ * E)) E := by
  rw [funext (meanEscapeTime_eq hγ hT Eb)]
  have h := (hasDerivAt_barrierIntegral (div_pos hE hT).ne').comp E
    ((hasDerivAt_id' E).div_const T)
  refine ((h.const_sub (barrierIntegral (Eb / T))).div_const γ).congr_deriv ?_
  generalize Real.exp (E / T) = v
  field_simp

/-- For positive friction and temperature, the mean escape time solves the backward equation
of energy diffusion below the barrier and vanishes at the barrier. -/
theorem meanEscapeTime_solves {γ T : ℝ} (hγ : 0 < γ) (hT : 0 < T) (Eb : ℝ) :
    SolvesEscapeEquation γ T Eb (meanEscapeTime γ T Eb) ∧ meanEscapeTime γ T Eb Eb = 0 := by
  refine ⟨fun E hE => ?_, intervalIntegral.integral_same⟩
  have hE0 : 0 < E := hE.1
  have d1 := hasDerivAt_meanEscapeTime hγ hT hE0 Eb
  have hev : deriv (meanEscapeTime γ T Eb) =ᶠ[𝓝 E]
      fun x => -(Real.exp (x / T) - 1) / (γ * x) := by
    filter_upwards [Ioi_mem_nhds hE0] with x hx
    exact (hasDerivAt_meanEscapeTime hγ hT hx Eb).deriv
  have d2 := ((((hasDerivAt_id' E).div_const T).exp.sub_const 1).fun_neg.fun_div
    ((hasDerivAt_id' E).const_mul γ) (mul_pos hγ hE0).ne').congr_of_eventuallyEq hev
  refine ⟨d1.differentiableAt, d2.differentiableAt, ?_⟩
  rw [d2.deriv, d1.deriv]
  generalize Real.exp (E / T) = v
  field_simp
  ring
```

Q: What happens at the well bottom, where the diffusion coefficient vanishes?

A: τ is continuous there, because F is. Moreover,

E τ′(E) = −(e^(E/T) − 1)/γ → 0 as E → 0,

which is the no-flux condition: no probability enters or leaves at zero energy. The notation `𝓝[>] 0` means that E approaches zero from above.

```lean
/-- For positive friction and temperature, the escape time is continuous at the bottom of the
well, and `E τ'(E)` tends to zero there. -/
theorem meanEscapeTime_bottom {γ T : ℝ} (hγ : 0 < γ) (hT : 0 < T) (Eb : ℝ) :
    Tendsto (meanEscapeTime γ T Eb) (𝓝[>] 0) (𝓝 (meanEscapeTime γ T Eb 0)) ∧
    Tendsto (fun E => E * deriv (meanEscapeTime γ T Eb) E) (𝓝[>] 0) (𝓝 0) := by
  constructor
  · have hc : Continuous (meanEscapeTime γ T Eb) := by
      rw [funext (meanEscapeTime_eq hγ hT Eb)]
      exact (continuous_const.sub
        (continuous_barrierIntegral.comp (continuous_id.div_const T))).div_const γ
    exact (hc.tendsto 0).mono_left nhdsWithin_le_nhds
  · have hc : Continuous (fun E : ℝ => -(Real.exp (E / T) - 1) / γ) := by fun_prop
    have h := (hc.tendsto 0).mono_left (nhdsWithin_le_nhds (s := Ioi 0))
    simp only [zero_div, Real.exp_zero, sub_self, neg_zero] at h
    refine h.congr' ?_
    filter_upwards [self_mem_nhdsWithin] with E hE
    have hE0 : 0 < E := hE
    rw [(hasDerivAt_meanEscapeTime hγ hT hE0 Eb).deriv]
    generalize Real.exp (E / T) = v
    field_simp
```

Q: A second-order equation has many solutions. Why should this one be the escape time?

A: The two boundary conditions select it. Let f be any solution with E f′(E) → 0 at the bottom and f → 0 at the barrier. Multiplying the equation by e^(−E/T)/(γT) turns it into

d/dE [e^(−E/T) E f′ − e^(−E/T)/γ] = 0.

The bracket is constant, and its limit at E = 0 is −1/γ. Hence

E f′ = (1 − e^(E/T))/γ,

so f′ = τ′. The difference f − τ is constant and tends to zero at Eb, so f = τ on (0, Eb).

The lemma `eq_limit_of_deriv_zero` serves both steps: a function with zero derivative on an interval equals its limit at an end. In the main proof, `hcons` is the conserved bracket and `hdiff` the constant difference.

```lean
lemma eq_limit_of_deriv_zero {a b c x : ℝ} {g : ℝ → ℝ} {l : Filter ℝ} [l.NeBot]
    (hl : Ioo a b ∈ l) (hg : ∀ y ∈ Ioo a b, HasDerivAt g 0 y)
    (ht : Tendsto g l (𝓝 c)) (hx : x ∈ Ioo a b) : g x = c := by
  refine tendsto_nhds_unique (tendsto_const_nhds.congr' ?_) ht
  filter_upwards [hl] with y hy
  exact isOpen_Ioo.is_const_of_deriv_eq_zero isPreconnected_Ioo
    (fun z hz => (hg z hz).differentiableAt.differentiableWithinAt)
    (fun z hz => (hg z hz).deriv) hx hy

/-- For positive friction and temperature, a solution of the escape equation with
`E f'(E) → 0` at the bottom of the well and `f → 0` at the barrier is the mean escape time. -/
theorem meanEscapeTime_unique {γ T Eb : ℝ} (hγ : 0 < γ) (hT : 0 < T) {f : ℝ → ℝ}
    (hf : SolvesEscapeEquation γ T Eb f)
    (hflux : Tendsto (fun E => E * deriv f E) (𝓝[>] 0) (𝓝 0))
    (habs : Tendsto f (𝓝[<] Eb) (𝓝 0)) :
    ∀ E ∈ Ioo 0 Eb, f E = meanEscapeTime γ T Eb E := by
  intro E₀ hE₀
  have hEb : 0 < Eb := hE₀.1.trans hE₀.2
  -- the integrating factor `exp (-E / T)` gives a conserved quantity
  have hcons : ∀ E ∈ Ioo 0 Eb, HasDerivAt
      (fun E => Real.exp (-E / T) * (E * deriv f E) - Real.exp (-E / T) / γ) 0 E := by
    intro E hE
    obtain ⟨-, d2, ode⟩ := hf E hE
    have he := ((hasDerivAt_id' E).fun_neg.div_const T).exp
    refine ((he.fun_mul ((hasDerivAt_id' E).fun_mul d2.hasDerivAt)).fun_sub
      (he.div_const γ)).congr_deriv ?_
    generalize Real.exp (-E / T) = u
    refine Eq.trans (b := u / (γ * T) * (γ * T * E * deriv (deriv f) E
      + γ * (T - E) * deriv f E + 1)) ?_ ?_
    · field_simp
      ring
    · rw [ode]
      ring
  have hexp : Tendsto (fun E : ℝ => Real.exp (-E / T)) (𝓝[>] 0) (𝓝 1) := by
    have hc : Continuous (fun E : ℝ => Real.exp (-E / T)) := by fun_prop
    have h := (hc.tendsto 0).mono_left (nhdsWithin_le_nhds (s := Ioi 0))
    simpa only [neg_zero, zero_div, Real.exp_zero] using h
  have hderiv : ∀ E ∈ Ioo 0 Eb, deriv f E = -(Real.exp (E / T) - 1) / (γ * E) := by
    intro E hE
    have hg := eq_limit_of_deriv_zero (Ioo_mem_nhdsGT hEb) hcons
      ((hexp.mul hflux).sub (hexp.div_const γ)) hE
    have huv : Real.exp (E / T) * Real.exp (-E / T) = 1 := by
      rw [← Real.exp_add, neg_div, add_neg_cancel, Real.exp_zero]
    have h2 : E * deriv f E = (1 - Real.exp (E / T)) / γ := by
      linear_combination Real.exp (E / T) * hg - (E * deriv f E - 1 / γ) * huv
    have h3 : γ * ((1 - Real.exp (E / T)) / γ) = 1 - Real.exp (E / T) :=
      mul_div_cancel₀ _ hγ.ne'
    rw [eq_div_iff (mul_pos hγ hE.1).ne']
    linear_combination γ * h2 + h3
  -- the two solutions differ by a constant, which vanishes at the barrier
  have hdiff : ∀ E ∈ Ioo 0 Eb,
      HasDerivAt (fun E => f E - meanEscapeTime γ T Eb E) 0 E := by
    intro E hE
    refine ((hf E hE).1.hasDerivAt.fun_sub
      (hasDerivAt_meanEscapeTime hγ hT hE.1 Eb)).congr_deriv ?_
    rw [hderiv E hE, sub_self]
  have hτ := (hasDerivAt_meanEscapeTime hγ hT hEb Eb).continuousAt.tendsto.mono_left
    (nhdsWithin_le_nhds (s := Iio Eb))
  rw [(meanEscapeTime_solves hγ hT Eb).2] at hτ
  have h := eq_limit_of_deriv_zero (Ioo_mem_nhdsLT hEb) hdiff (habs.sub hτ) hE₀
  linarith
```

Q: Does the no-flux condition really matter?

A: Yes. Take

f(E) = τ(E) + (1/γ) ∫_E^Eb e^(s/T)/s ds.

The added term solves the equation with right-hand side zero, and f still vanishes at Eb. But E f′(E) → −1/γ at the bottom, and f diverges logarithmically there. Without the condition, uniqueness fails.

Q: And where does the Arrhenius factor come from?

A: From the growth of F. For x ≥ 4,

(F − eˣ/x)′ = (eˣ − x)/x² ≥ 0

(F − eˣ/x − 2eˣ/x²)′ = −[x² + eˣ(x − 4)]/x³ ≤ 0.

Let A and B be the values at x = 4 of the two functions being differentiated. Then

eˣ/x + A ≤ F(x) ≤ eˣ/x + 2eˣ/x² + B.

Multiplying by x e^(−x) gives

1 + A x e^(−x) ≤ x e^(−x) F(x) ≤ 1 + 2/x + B x e^(−x),

and both bounds tend to 1. In the proof, `hlo` and `hhi` are the two monotonicity statements behind these bounds, and the squeeze follows.

```lean
/-- The dimensionless barrier integral grows as `exp x / x` for a high barrier. -/
theorem barrierIntegral_asymptotic :
    Tendsto (fun x => barrierIntegral x * (x * Real.exp (-x))) atTop (𝓝 1) := by
  have hq : ∀ x : ℝ, 0 < x → HasDerivAt (fun x => Real.exp x / x)
      ((Real.exp x * x - Real.exp x * 1) / x ^ 2) x := fun x hx =>
    (Real.hasDerivAt_exp x).fun_div (hasDerivAt_id' x) hx.ne'
  have hlo : MonotoneOn (fun x => barrierIntegral x - Real.exp x / x) (Ici 4) := by
    have hd := fun (x : ℝ) (hx : 0 < x) =>
      (hasDerivAt_barrierIntegral hx.ne').fun_sub (hq x hx)
    have hp : ∀ x ∈ Ici (4 : ℝ), 0 < x := fun x hx => lt_of_lt_of_le (by norm_num) hx
    refine monotoneOn_of_deriv_nonneg (convex_Ici 4)
      (fun x hx => (hd x (hp x hx)).continuousAt.continuousWithinAt)
      (fun x hx => (hd x (hp x (interior_subset hx))).differentiableAt.differentiableWithinAt)
      (fun x hx => ?_)
    have hx0 := hp x (interior_subset hx)
    rw [(hd x hx0).deriv]
    have h : (Real.exp x - 1) / x - (Real.exp x * x - Real.exp x * 1) / x ^ 2
        = (Real.exp x - x) / x ^ 2 := by
      field_simp
      ring
    rw [h]
    exact div_nonneg (by linarith [Real.add_one_le_exp x]) (by positivity)
  have hhi : AntitoneOn (fun x => barrierIntegral x -
      (Real.exp x / x + 2 * (Real.exp x / (x * x)))) (Ici 4) := by
    have hd := fun (x : ℝ) (hx : 0 < x) =>
      (hasDerivAt_barrierIntegral hx.ne').fun_sub ((hq x hx).fun_add
        (((Real.hasDerivAt_exp x).fun_div ((hasDerivAt_id' x).fun_mul (hasDerivAt_id' x))
          (mul_pos hx hx).ne').const_mul 2))
    have hp : ∀ x ∈ Ici (4 : ℝ), 0 < x := fun x hx => lt_of_lt_of_le (by norm_num) hx
    refine antitoneOn_of_deriv_nonpos (convex_Ici 4)
      (fun x hx => (hd x (hp x hx)).continuousAt.continuousWithinAt)
      (fun x hx => (hd x (hp x (interior_subset hx))).differentiableAt.differentiableWithinAt)
      (fun x hx => ?_)
    have hx4 : 4 ≤ x := interior_subset hx
    have hx0 : 0 < x := by linarith
    rw [(hd x hx0).deriv]
    refine le_of_eq_of_le (b := -((x ^ 2 + Real.exp x * (x - 4)) / x ^ 3)) ?_ ?_
    · field_simp
      ring
    · have h4 : 0 ≤ x - 4 := by linarith
      exact neg_nonpos.2 (by positivity)
  -- multiply both bounds by `x exp (-x)` and squeeze
  have h0 : Tendsto (fun x : ℝ => x * Real.exp (-x)) atTop (𝓝 0) := by
    simpa only [pow_one] using Real.tendsto_pow_mul_exp_neg_atTop_nhds_zero 1
  have hL := (h0.const_mul (barrierIntegral 4 - Real.exp 4 / 4)).const_add 1
  have hU := (((tendsto_inv_atTop_zero (𝕜 := ℝ)).const_mul 2).const_add 1).add
    (h0.const_mul (barrierIntegral 4 - (Real.exp 4 / 4 + 2 * (Real.exp 4 / (4 * 4)))))
  simp only [mul_zero, add_zero] at hL hU
  have hone : ∀ x : ℝ, 0 < x → Real.exp x / x * (x * Real.exp (-x)) = 1 := by
    intro x hx
    calc Real.exp x / x * (x * Real.exp (-x))
        = (Real.exp x * Real.exp (-x)) * (x / x) := by ring
      _ = 1 := by rw [← Real.exp_add, add_neg_cancel, Real.exp_zero, div_self hx.ne', one_mul]
  refine tendsto_of_tendsto_of_tendsto_of_le_of_le' hL hU ?_ ?_
  · filter_upwards [eventually_ge_atTop (4 : ℝ)] with x hx
    have hx0 : 0 < x := by linarith
    have hb := hlo (mem_Ici.2 le_rfl) (mem_Ici.2 hx) hx
    have hm := mul_le_mul_of_nonneg_right hb (mul_pos hx0 (Real.exp_pos (-x))).le
    simp only [sub_mul _ (Real.exp x / x), hone x hx0] at hm
    linarith
  · filter_upwards [eventually_ge_atTop (4 : ℝ)] with x hx
    have hx0 : 0 < x := by linarith
    have hb := hhi (mem_Ici.2 le_rfl) (mem_Ici.2 hx) hx
    have hm := mul_le_mul_of_nonneg_right hb (mul_pos hx0 (Real.exp_pos (-x))).le
    have h2 : Real.exp x / (x * x) * (x * Real.exp (-x)) = x⁻¹ := by
      calc Real.exp x / (x * x) * (x * Real.exp (-x))
          = (Real.exp x / x * (x * Real.exp (-x))) * x⁻¹ := by ring
        _ = x⁻¹ := by rw [hone x hx0, one_mul]
    have h3 : (barrierIntegral x - (Real.exp x / x + 2 * (Real.exp x / (x * x))))
        * (x * Real.exp (-x)) = barrierIntegral x * (x * Real.exp (-x)) - (1 + 2 * x⁻¹) := by
      linear_combination -hone x hx0 - 2 * h2
    linarith [h3.symm.le.trans hm]
```

Setting x = Eb/T and using τ(0) = F(Eb/T)/γ gives

τ(0) γ (Eb/T) e^(−Eb/T) → 1 as Eb → ∞,

with γ and T fixed. Taking the inverse, the ratio of 1/τ(0) to γ(Eb/T) e^(−Eb/T) also tends to 1.

```lean
/-- At fixed positive friction and temperature, the escape time from the well bottom times
`γ (Eb / T) exp (-Eb / T)` tends to one as the barrier grows. -/
theorem meanEscapeTime_highBarrier {γ T : ℝ} (hγ : 0 < γ) (hT : 0 < T) :
    Tendsto (fun Eb => meanEscapeTime γ T Eb 0 * (γ * (Eb / T) * Real.exp (-Eb / T)))
      atTop (𝓝 1) := by
  refine (barrierIntegral_asymptotic.comp (tendsto_id.atTop_div_const hT)).congr fun Eb => ?_
  have h0 : barrierIntegral 0 = 0 := intervalIntegral.integral_same
  rw [meanEscapeTime_eq hγ hT, zero_div, h0, sub_zero, neg_div]
  simp only [Function.comp_apply, id_eq]
  generalize Real.exp (-(Eb / T)) = u
  generalize barrierIntegral (Eb / T) = F
  field_simp

/-- Weak-friction Kramers rate: at fixed positive friction and temperature, the inverse escape
time from the well bottom is asymptotic to `γ (Eb / T) exp (-Eb / T)` for a high barrier. -/
theorem kramers_weakFriction_rate {γ T : ℝ} (hγ : 0 < γ) (hT : 0 < T) :
    Tendsto (fun Eb => (1 / meanEscapeTime γ T Eb 0) / (γ * (Eb / T) * Real.exp (-Eb / T)))
      atTop (𝓝 1) := by
  have h := (meanEscapeTime_highBarrier hγ hT).inv₀ one_ne_zero
  rw [inv_one] at h
  refine h.congr fun Eb => ?_
  rw [mul_inv, one_div, div_eq_mul_inv (meanEscapeTime γ T Eb 0)⁻¹]

end

end KramersEnergyDiffusion
```

```lean
#print axioms KramersEnergyDiffusion.meanEscapeTime_bottom
-- 'KramersEnergyDiffusion.meanEscapeTime_bottom' depends on axioms: [propext, Classical.choice, Quot.sound]
#print axioms KramersEnergyDiffusion.meanEscapeTime_unique
-- 'KramersEnergyDiffusion.meanEscapeTime_unique' depends on axioms: [propext, Classical.choice, Quot.sound]
#print axioms KramersEnergyDiffusion.meanEscapeTime_highBarrier
-- 'KramersEnergyDiffusion.meanEscapeTime_highBarrier' depends on axioms: [propext, Classical.choice, Quot.sound]
#print axioms KramersEnergyDiffusion.kramers_weakFriction_rate
-- 'KramersEnergyDiffusion.kramers_weakFriction_rate' depends on axioms: [propext, Classical.choice, Quot.sound]
```

Q: Is that Kramers' rate for a real reaction?

A: It is his weak-friction rate for a well that stays harmonic up to Eb, with escape counted when the energy first reaches Eb. For a general well, the factor Eb in front of the exponential becomes ωJ/(2π), where ω is the frequency at the well bottom and J = ∮ p dx is the action of the orbit at the barrier energy. In the harmonic well J = 2πEb/ω, which gives back Eb. The crossover to strong friction is not treated.

The limit also belongs to the energy-diffusion model. Physically, the energy lost per oscillation, about 2πγEb/ω near the barrier, must stay well below T, so a higher barrier calls for weaker friction. For a high barrier within that range, the integral gives a reference value for Langevin simulations of a single harmonic coordinate, stopped when its total energy first reaches Eb.
